# Two spike-and-plane-wave expansions of one signal on $N$ grid points agree if each uses fewer than $\sqrt N$ terms

## Can a few spikes imitate a few plane waves?

If I fit data on a periodic grid of $N$ points by a sum of isolated spikes and plane waves, I have $2N$ coefficients for $N$ numbers, and the fit is never unique. A spike at the origin is also the sum of all $N$ plane waves with amplitude $1/N$, so the same data can be read as one local glitch or as a flat spectrum, and nothing in the fit tells me which coefficients to believe. The claim I have heard is that sparsity removes the ambiguity: if two such expansions reproduce the same signal exactly, and each has fewer than $\sqrt N$ nonzero coefficients, spikes and waves counted together, then they are the same expansion. Why does $\sqrt N$ appear, and must the inequality be strict? I would like a rigorous derivation and a machine-checked version of it.

## Not when both expansions stay below $\sqrt N$ terms

The claim holds for every $N \ge 1$, and slightly less is needed, namely that the two expansions together use fewer than $2\sqrt N$ nonzero coefficients. At $N = 4$ an example shows that the version with $\le$ is false.

### From orthogonality to $N \le pq$ to uniqueness

Grid points $x$ and wave numbers $k$ are integers modulo $N$, represented by $0, \dots, N-1$. Put $\omega = e^{2\pi i/N}$. The spike $\delta_k(x)$ is $1$ for $x = k$ and $0$ otherwise, and the plane wave is $e_k(x) = \omega^{kx}$, which has modulus one everywhere. For a list $c$ of $N$ complex numbers, $\operatorname{nnz}(c)$ is the number of $k$ with $c_k \ne 0$. Weights $a$ and amplitudes $b$ produce the signal
$$\sum_k a_k\,\delta_k(x) + \sum_k b_k\,e_k(x) = a_x + \sum_k b_k\,e_k(x).$$

Step 1. If $|w_k| = 1$ and $|c_k| \le M$ for all $k$, only the terms with $c_k \neq 0$ contribute to $\sum_k c_k w_k$, and each has modulus at most $M$:
$$\Big|\sum_k c_k w_k\Big| \le \operatorname{nnz}(c)\, M .$$

Step 2. For $t$ modulo $N$ let $S_t = \sum_x \omega^{tx}$. If $t = 0$, then $S_t = N$. Otherwise the shift $x \to x+1$ permutes the grid, so $S_t = \omega^t S_t$ with $\omega^t \ne 1$, and $S_t = 0$. For $f = \sum_k b_k e_k$ and a wave number $j$ this gives
$$\sum_x f(x)\, e_{-j}(x) = \sum_k b_k \sum_x \omega^{(k-j)x} = N\, b_j .$$

Step 3. Let $b \ne 0$, choose $j$ with $|b_j|$ maximal, and set $M = |b_j| > 0$, $p = \operatorname{nnz}(f)$, $q = \operatorname{nnz}(b)$. Step 1 with $c = b$ and $w_k = e_k(x)$ gives $|f(x)| \le qM$ at every $x$. Step 1 again, now summing over $x$ with $c = f$, phases $e_{-j}(x)$ and bound $qM$, gives together with Step 2
$$N M = \Big|\sum_x f(x)\, e_{-j}(x)\Big| \le p\,q\,M .$$
Dividing by $M$ yields $N \le pq$. Since $(p-q)^2 \ge 0$ is the same as $pq \le \big(\tfrac{p+q}{2}\big)^2$, it follows that $2\sqrt N \le p + q$. This is the source of the square root: a product bounded below by $N$ forces a sum of at least $2\sqrt N$.

Step 4. Suppose $(a, b)$ and $(a', b')$ give the same signal. Subtracting,
$$\sum_k (b_k - b'_k)\, e_k(x) = a'_x - a_x ,$$
so the leftover waves form a signal that is nonzero only where the spike weights differ. An entry of $c - d$ can be nonzero only if $c$ or $d$ is nonzero there, so $\operatorname{nnz}(c-d) \le \operatorname{nnz}(c) + \operatorname{nnz}(d)$. If $b \ne b'$, Step 3 applied to $b - b'$ gives
$$2\sqrt N \le \operatorname{nnz}(a'-a) + \operatorname{nnz}(b-b') \le \operatorname{nnz}(a) + \operatorname{nnz}(b) + \operatorname{nnz}(a') + \operatorname{nnz}(b').$$
When the four counts add up to less than $2\sqrt N$ this is impossible. Hence $b = b'$, the left side of the subtracted equation vanishes, and $a = a'$. Two expansions that are each below $\sqrt N$ satisfy the condition on the total.

Step 5. On $N = 4$, $\omega = i$ and $e_0(x) + e_2(x) = 1 + (-1)^x$ takes the values $2, 0, 2, 0$, so
$$2\delta_0 + 2\delta_2 = e_0 + e_2 .$$
Each side uses $2 = \sqrt 4$ coefficients, the total is $4 = 2\sqrt4$, and the expansions differ.

### How the Lean objects encode the grid, the waves and the counts

The grid is `ZMod N`, the integers modulo $N$, so periodicity is built into the arithmetic, and `[NeZero N]` says $N \ge 1$. The same type indexes positions and wave numbers. Signals and coefficient lists are functions `ZMod N → ℂ`. The definitions `spike k x` and `wave k x` are $\delta_k(x)$ and $e_k(x)$; the wave is defined as `ZMod.stdAddChar (k * x)`, Mathlib's standard map from residues to $N$-th roots of unity. The theorem `wave_eq_exp` ties it to the explicit formula $\exp(2\pi i\, kx/N)$, with `k.val` and `x.val` the representatives in $0, \dots, N-1$, and so fixes the positive sign in the exponent. Further, `superpos b` is $f = \sum_k b_k e_k$, `synth a b` is the full signal, and `nnz` is the count.

The waves are unnormalised: $\sum_x |e_k(x)|^2 = N$, while each spike has norm one. With unit vectors $\varphi_k = e_k/\sqrt N$ the amplitudes become $\sqrt N\, b_k$, the formula of Step 2 reads $\sum_x f(x)\,\overline{\varphi_j(x)} = \sqrt N\, b_j$, and no count changes. In this normalisation the example of Step 5 is $(\delta_0 + \delta_2)/\sqrt2 = (\varphi_0 + \varphi_2)/\sqrt2$.

The theorem `unique_of_total` takes four lists and two hypotheses. The hypothesis `h : synth a b = synth a' b'` is equality of functions, so the two models agree exactly at every grid point, as for noise-free data. The hypothesis `hs` says that the four counts, cast to real numbers, add up to less than `2 * √(N : ℝ)`. For an expansion found by a fit, the number of nonzero coefficients can be read off. For the expansion that produced the data, sparsity is prior knowledge about the source, such as a few single-point glitches on top of a few waves that each fit a whole number of periods into the grid, and it is assumed, not derived from the data. The conclusion is `a = a' ∧ b = b'`. The theorem `unique_of_sparse` is the form in the question, with one bound $\sqrt N$ per expansion. The theorem `comb_sharp` has four parts: `synth ((2 : ℂ) • comb) 0 = synth 0 comb`, the two counts equal to `√4`, and `(0 : ZMod 4 → ℂ) ≠ comb`, which says that the wave amplitudes of the two expansions differ. Here the single list `comb`, with entries $1, 0, 1, 0$, serves once (doubled) as spike weights and once as wave amplitudes.

The scope is a finite, periodic, one-dimensional grid with exact zeros: a coefficient of size $10^{-12}$ counts as fully as one of size $1$. Under the name `donoho_stark` the file proves the counting inequality $N \le pq$ for a superposition with $b \neq 0$; approximately concentrated signals and the classification of the cases of equality are not treated, and no bound on variances of Heisenberg type is involved. The uniqueness theorems do not say that a sparse expansion exists, how to find it, or how it responds to noise. The file proves the failure of the non-strict inequality at $N = 4$ only. When $N$ is not a perfect square, $\sqrt N$ is not an integer, so the strict and the non-strict condition on the counts are the same. Whether a larger threshold works for particular other $N$ is not treated.

For a single particle on a finite ring of $N$ sites, $\delta_k$ is a site state and $\varphi_k$ a state of definite crystal momentum, so `donoho_stark` says that a state occupying exactly $p$ sites and exactly $q$ momenta has $pq \ge N$.

```lean
import Mathlib

open Finset

namespace SpikesAndHarmonics

noncomputable section

variable {N : ℕ} [NeZero N]

/-- The unit point mass at grid point `k` of a periodic grid of `N` points. -/
def spike (k x : ZMod N) : ℂ := if x = k then 1 else 0

/-- The discrete plane wave with wave number `k`, evaluated at grid point `x`. -/
def wave (k x : ZMod N) : ℂ := ZMod.stdAddChar (k * x)

/-- The superposition of plane waves with amplitudes `b`. -/
def superpos (b : ZMod N → ℂ) (x : ZMod N) : ℂ := ∑ k, b k * wave k x

/-- The signal built from point masses with weights `a` and plane waves with amplitudes `b`. -/
def synth (a b : ZMod N → ℂ) (x : ZMod N) : ℂ := ∑ k, a k * spike k x + superpos b x

/-- The number of nonzero entries of `c`. -/
def nnz (c : ZMod N → ℂ) : ℕ := (univ.filter fun k => c k ≠ 0).card

/-- The plane wave equals `exp (2πi k x / N)`. -/
theorem wave_eq_exp (k x : ZMod N) :
    wave k x = Complex.exp (2 * Real.pi * Complex.I * (k.val * x.val) / N) := by
  have h : k * x = (((k.val * x.val : ℕ) : ℤ) : ZMod N) := by
    rw [Int.cast_natCast, Nat.cast_mul, ZMod.natCast_zmod_val, ZMod.natCast_zmod_val]
  rw [wave, h, ZMod.stdAddChar_coe, Int.cast_natCast, Nat.cast_mul]

/-- A sum of unit-modulus phases with weights of modulus at most `M` has modulus at most
`M` times the number of nonzero weights. -/
theorem norm_sum_le_nnz (c w : ZMod N → ℂ) (M : ℝ) (hw : ∀ k, ‖w k‖ = 1)
    (hc : ∀ k, ‖c k‖ ≤ M) : ‖∑ k, c k * w k‖ ≤ nnz c * M := by
  have h1 : ∑ k, c k * w k = ∑ k ∈ univ.filter (fun k => c k ≠ 0), c k * w k := by
    symm
    apply Finset.sum_subset (Finset.filter_subset _ _)
    intro k _ hk
    have h0 : c k = 0 := by simpa using hk
    rw [h0, zero_mul]
  rw [h1]
  refine (norm_sum_le _ _).trans ?_
  refine (Finset.sum_le_card_nsmul _ _ M ?_).trans ?_
  · intro k _
    rw [norm_mul, hw, mul_one]
    exact hc k
  · rw [nsmul_eq_mul]
    exact le_rfl

/-- Fourier inversion: summing a superposition of plane waves against the wave `-j` over the
grid returns `N` times the amplitude of wave `j`. -/
theorem inversion (b : ZMod N → ℂ) (j : ZMod N) :
    ∑ x, superpos b x * wave (-j) x = N * b j := by
  -- orthogonality of characters
  have horth : ∀ t : ZMod N,
      ∑ x, ZMod.stdAddChar (t * x) = if t = 0 then (N : ℂ) else 0 := by
    intro t
    split_ifs with h
    · simp [h]
    · exact AddChar.sum_eq_zero_of_ne_one (ZMod.isPrimitive_stdAddChar N h)
  have hmul : ∀ k x : ZMod N,
      b k * wave k x * wave (-j) x = b k * ZMod.stdAddChar ((k - j) * x) := by
    intro k x
    have e : k * x + -j * x = (k - j) * x := by ring
    rw [mul_assoc, wave, wave, ← AddChar.map_add_eq_mul, e]
  simp only [superpos, Finset.sum_mul, hmul]
  rw [Finset.sum_comm]
  simp only [← Finset.mul_sum, horth, sub_eq_zero]
  simp [mul_comm]

/-- Donoho–Stark uncertainty principle: for nonzero amplitudes, the number of grid points
where the superposition is nonzero times the number of waves present is at least `N`. -/
theorem donoho_stark (b : ZMod N → ℂ) (hb : b ≠ 0) : N ≤ nnz (superpos b) * nnz b := by
  have hw : ∀ k x : ZMod N, ‖wave k x‖ = 1 := by
    intro k x
    rw [wave, ZMod.stdAddChar_apply]
    exact Circle.norm_coe _
  -- the largest amplitude
  obtain ⟨j, -, hj⟩ := Finset.exists_max_image univ (fun k => ‖b k‖) ⟨0, mem_univ _⟩
  have hpos : 0 < ‖b j‖ := by
    obtain ⟨k, hk⟩ := Function.ne_iff.mp hb
    exact lt_of_lt_of_le (norm_pos_iff.mpr hk) (hj k (mem_univ _))
  -- bound the signal by the amplitudes, then the largest amplitude by the signal
  have h1 : ∀ x, ‖superpos b x‖ ≤ nnz b * ‖b j‖ := fun x =>
    norm_sum_le_nnz b (fun k => wave k x) _ (fun k => hw k x) (fun k => hj k (mem_univ _))
  have h2 : ‖∑ x, superpos b x * wave (-j) x‖ ≤ nnz (superpos b) * (nnz b * ‖b j‖) :=
    norm_sum_le_nnz (superpos b) (wave (-j)) _ (hw _) h1
  rw [inversion, norm_mul, Complex.norm_natCast, ← mul_assoc] at h2
  have h3 : (N : ℝ) ≤ nnz (superpos b) * nnz b := le_of_mul_le_mul_right h2 hpos
  exact_mod_cast h3

/-- Additive form: for nonzero amplitudes, the number of grid points where the superposition
is nonzero plus the number of waves present is at least `2 √N`. -/
theorem uncertainty_add (b : ZMod N → ℂ) (hb : b ≠ 0) :
    2 * √(N : ℝ) ≤ nnz (superpos b) + nnz b := by
  have h : (N : ℝ) ≤ nnz (superpos b) * nnz b := by exact_mod_cast donoho_stark b hb
  have h2 : √(N : ℝ) ≤ ((nnz (superpos b) : ℝ) + nnz b) / 2 := by
    refine Real.sqrt_le_iff.mpr ⟨by positivity, ?_⟩
    nlinarith [sq_nonneg ((nnz (superpos b) : ℝ) - nnz b)]
  linarith

/-- The difference of two coefficient lists has at most as many nonzero entries as the two
lists together. -/
theorem nnz_sub_le (c d : ZMod N → ℂ) : nnz (c - d) ≤ nnz c + nnz d := by
  refine le_trans (Finset.card_le_card ?_) (Finset.card_union_le _ _)
  intro k hk
  simp only [mem_filter, mem_univ, true_and, mem_union, Pi.sub_apply] at hk ⊢
  by_contra h
  have h1 : c k = 0 := by
    by_contra h'
    exact h (Or.inl h')
  have h2 : d k = 0 := by
    by_contra h'
    exact h (Or.inr h')
  exact hk (by rw [h1, h2, sub_zero])

/-- Two spike-and-wave representations of the same signal that together use fewer than
`2 √N` nonzero coefficients coincide. -/
theorem unique_of_total (a b a' b' : ZMod N → ℂ) (h : synth a b = synth a' b')
    (hs : (nnz a : ℝ) + nnz b + (nnz a' + nnz b') < 2 * √(N : ℝ)) : a = a' ∧ b = b' := by
  -- the waves left over must be cancelled by the spikes left over
  have hd : superpos (b - b') = a' - a := by
    funext x
    have hx : a x + superpos b x = a' x + superpos b' x := by
      simpa [synth, spike] using congrFun h x
    have hl : superpos (b - b') x = superpos b x - superpos b' x := by
      simp only [superpos, Pi.sub_apply, sub_mul, Finset.sum_sub_distrib]
    rw [hl, Pi.sub_apply]
    linear_combination hx
  have hb : b - b' = 0 := by
    by_contra hne
    have h1 := uncertainty_add _ hne
    rw [hd] at h1
    have h2 : (nnz (a' - a) : ℝ) ≤ nnz a' + nnz a := by exact_mod_cast nnz_sub_le a' a
    have h3 : (nnz (b - b') : ℝ) ≤ nnz b + nnz b' := by exact_mod_cast nnz_sub_le b b'
    linarith
  refine ⟨?_, sub_eq_zero.mp hb⟩
  funext x
  have hx := congrFun hd x
  rw [hb] at hx
  simp only [superpos, Pi.zero_apply, zero_mul, Finset.sum_const_zero, Pi.sub_apply] at hx
  linear_combination hx

/-- Two spike-and-wave representations of the same signal, each using fewer than `√N`
nonzero coefficients, coincide. -/
theorem unique_of_sparse (a b a' b' : ZMod N → ℂ) (h : synth a b = synth a' b')
    (hs : (nnz a : ℝ) + nnz b < √(N : ℝ)) (hs' : (nnz a' : ℝ) + nnz b' < √(N : ℝ)) :
    a = a' ∧ b = b' :=
  unique_of_total a b a' b' h (by linarith)

/-- The Dirac comb on four grid points: one at `0` and `2`, zero elsewhere. -/
def comb (x : ZMod 4) : ℂ := if x = 0 ∨ x = 2 then 1 else 0

/-- On four grid points, twice the comb of spikes equals the comb of plane waves; each
representation uses exactly `√4` nonzero coefficients, and the wave amplitudes differ. -/
theorem comb_sharp :
    synth ((2 : ℂ) • comb) 0 = synth 0 comb ∧
    (nnz ((2 : ℂ) • comb) : ℝ) + nnz (0 : ZMod 4 → ℂ) = √4 ∧
    (nnz (0 : ZMod 4 → ℂ) : ℝ) + nnz comb = √4 ∧ (0 : ZMod 4 → ℂ) ≠ comb := by
  have hf : (univ.filter fun x : ZMod 4 => x = 0 ∨ x = 2) = {0, 2} := by decide
  have h02 : (0 : ZMod 4) ≠ 2 := by decide
  have hsq : √(4 : ℝ) = 2 := by
    rw [show (4 : ℝ) = 2 ^ 2 by norm_num, Real.sqrt_sq (by norm_num)]
  have hz : nnz (0 : ZMod 4 → ℂ) = 0 := by simp [nnz]
  have hn : ∀ c : ZMod 4 → ℂ, (∀ x, c x ≠ 0 ↔ (x = 0 ∨ x = 2)) → nnz c = 2 := by
    intro c hc
    rw [nnz, Finset.filter_congr (fun x _ => hc x), hf, Finset.card_pair h02]
  have hc : ∀ x, comb x ≠ 0 ↔ (x = 0 ∨ x = 2) := by
    intro x
    by_cases hx : x = 0 ∨ x = 2
    · rw [comb, if_pos hx]
      exact iff_of_true one_ne_zero hx
    · rw [comb, if_neg hx]
      exact iff_of_false (fun h => h rfl) hx
  have hc2 : ∀ x, ((2 : ℂ) • comb) x ≠ 0 ↔ (x = 0 ∨ x = 2) := by
    intro x
    rw [← hc x]
    simp
  -- the half-way phase is -1
  have hm : ZMod.stdAddChar (2 : ZMod 4) = -1 := by
    have e : (2 : ZMod 4) = ((2 : ℤ) : ZMod 4) := by norm_num
    rw [e, ZMod.stdAddChar_coe, ← Complex.exp_pi_mul_I]
    congr 1
    push_cast
    ring
  refine ⟨?_, ?_, ?_, ?_⟩
  · funext x
    have hsum : superpos comb x = wave 0 x + wave 2 x := by
      simp only [superpos, comb, ite_mul, one_mul, zero_mul]
      rw [← Finset.sum_filter, hf, Finset.sum_pair h02]
    have hl : synth ((2 : ℂ) • comb) 0 x = 2 * comb x := by simp [synth, spike, superpos]
    have hr : synth 0 comb x = superpos comb x := by simp [synth]
    have hcase : ∀ y : ZMod 4, ((y = 0 ∨ y = 2) ∧ 2 * y = 0) ∨
        (¬ (y = 0 ∨ y = 2) ∧ 2 * y = 2) := by decide
    rw [hl, hr, hsum, wave, wave, zero_mul, AddChar.map_zero_eq_one, comb]
    rcases hcase x with ⟨h1, h2⟩ | ⟨h1, h2⟩
    · rw [if_pos h1, h2, AddChar.map_zero_eq_one]
      norm_num
    · rw [if_neg h1, h2, hm]
      norm_num
  · rw [hn _ hc2, hz, hsq]
    norm_num
  · rw [hn _ hc, hz, hsq]
    norm_num
  · intro h
    exact (hc 0).mpr (Or.inl rfl) (congrFun h 0).symm

end

end SpikesAndHarmonics
```

```lean
#print axioms SpikesAndHarmonics.wave_eq_exp
#print axioms SpikesAndHarmonics.unique_of_sparse
#print axioms SpikesAndHarmonics.comb_sharp
```

```
'SpikesAndHarmonics.wave_eq_exp' depends on axioms: [propext, Classical.choice, Quot.sound]
'SpikesAndHarmonics.unique_of_sparse' depends on axioms: [propext, Classical.choice, Quot.sound]
'SpikesAndHarmonics.comb_sharp' depends on axioms: [propext, Classical.choice, Quot.sound]
```

### Following Steps 1 to 5 through the lemmas

The lemma `norm_sum_le_nnz` is Step 1. Its `h1` restricts the sum to the indices with `c k ≠ 0` by `Finset.sum_subset`, `norm_sum_le` is the triangle inequality, and `Finset.sum_le_card_nsmul` bounds a sum of terms at most $M$ by the number of terms times $M$.

The theorem `inversion` is Step 2. Complex conjugation never appears, because `wave (-j)` already is $\overline{e_j}$. In `horth` the case $t = 0$ is a count of grid points. For $t \neq 0$, `ZMod.isPrimitive_stdAddChar N h` states that $x \mapsto \omega^{tx}$ is not identically one, and `AddChar.sum_eq_zero_of_ne_one` concludes that its sum vanishes; these two facts take the place of the shift argument. Then `hmul` merges the two phases into $\omega^{(k-j)x}$, `Finset.sum_comm` exchanges the sums over $x$ and $k$, and only $k = j$ survives.

In `donoho_stark`, `hw` is $|e_k(x)| = 1$, `Finset.exists_max_image` picks $j$, and `hpos` shows $|b_j| > 0$ from one nonzero entry. This is where `hb : b ≠ 0` enters; for $b = 0$ both counts are zero and $N \le 0$ is false. The bounds `h1` and `h2` are the two uses of Step 1. Rewriting `h2` with `inversion` turns its left side into $N|b_j|$, and `le_of_mul_le_mul_right` cancels the positive factor $|b_j|$. In `uncertainty_add`, `Real.sqrt_le_iff` reduces $\sqrt N \le (p+q)/2$ to $N \le ((p+q)/2)^2$, which `nlinarith` obtains from $N \le pq$ and the supplied square $(p-q)^2 \ge 0$.

The lemma `nnz_sub_le` places the nonzero positions of $c - d$ inside the union of those of $c$ and $d$ and bounds the size of the union. In `unique_of_total`, `hx` collapses the spike sum to $a_x$, `hl` is linearity of `superpos`, and `hd : superpos (b - b') = a' - a` is the subtracted equation of Step 4. Assuming `b - b'` nonzero, `uncertainty_add` rewritten with `hd` gives the first inequality of the chain, `h2` and `h3` give the second, and `linarith` finds the contradiction with `hs`. Substituting `hb : b - b' = 0` into `hd` gives $a = a'$. For `unique_of_sparse` it suffices to add the two bounds.

In `comb_sharp`, `hsum` reduces the wave side to `wave 0 x + wave 2 x`. The finite check `hcase` splits the four points: for $x \in \{0, 2\}$ the product $2x$ is $0$ modulo $4$ and the sum is $1 + 1$, and for $x \in \{1, 3\}$ it is $2$, where `hm` supplies the phase $e^{i\pi} = -1$ and the sum is $0$. The helper `hn` gives the count $2$ for any list that is nonzero exactly on $\{0, 2\}$.

### The smallest grids

The evaluations below are elementary arithmetic on the bounds and are not separate theorems in the file. For $N = 1$ the only spike and the only wave are both the constant $1$, and the signal is $a_0 + b_0$. Fewer than $\sqrt1$ coefficients means none, so `unique_of_sparse` applies only to the zero expansion. The total bound allows at most one nonzero number among $a_0, b_0, a'_0, b'_0$, and $a_0 + b_0 = a'_0 + b'_0$ then forces it to vanish; with two allowed, $\delta_0 = e_0$ is ambiguous, in the same way as the comb. For $N = 2, 3, 4$ each expansion may have one term, and the statement is that nonzero multiples of different spikes or waves never coincide. At $N = 3$ the total form is stronger: $2\sqrt3 \approx 3.46$ admits one term against two, a case that the bound $\sqrt3 \approx 1.73$ per expansion excludes.
